# Delta-kick response of non-interacting electrons

Non-interacting electrons occupy some of the eigenstates of a one-particle Hamiltonian $H$ and are struck by a short impulse that couples to a Hermitian operator $V$. To first order in the strength $s$ of the impulse, the expectation value of $V$ then oscillates at the differences between virtual and occupied orbital energies:

$$\left.\frac{d}{ds}\right|_{s=0}\operatorname{tr}\big(V\rho(s,t)\big)=-2\sum_{i\ \mathrm{occ}}\ \sum_{a\ \mathrm{virt}}|V_{ai}|^2\sin\big((e_a-e_i)t\big).$$

Here $e_p$ is the energy of orbital $p$, $V_{ai}$ is the matrix element of $V$ between the orbitals $a$ and $i$, and $\rho(s,t)$ is the one-particle density matrix at time $t$ after the kick. The number of orbitals is finite, and $\hbar=1$. The imaginary unit is written $\mathrm i$, to keep it apart from the orbital index $i$.

## From the commutator to occupied-virtual pairs

In the eigenbasis of $H$ the density matrix before the kick is the diagonal projector $P$, with occupations $n_p=1$ for occupied and $n_p=0$ for virtual orbitals. An impulse $s\,\delta(\tau)V$, with $\tau$ the time variable, multiplies the orbitals by $e^{-\mathrm isV}$, and $H$ alone acts afterwards:

$$\rho(s,t)=e^{-\mathrm iHt}\,e^{-\mathrm isV}P\,e^{\mathrm isV}\,e^{\mathrm iHt}.$$

By the product rule, the derivative of the kicked matrix at $s=0$ is

$$-\mathrm iVP+\mathrm iPV=-\mathrm i[V,P],\qquad [V,P]_{pq}=(n_q-n_p)V_{pq}.$$

Since $H$ is diagonal, free evolution multiplies the element $(p,q)$ by $e^{-\mathrm i(e_p-e_q)t}$. Let $W$ be a second Hermitian observable, which may differ from $V$, and define

$$M_{qp}=W_{qp}V_{pq}\,e^{-\mathrm i(e_p-e_q)t}.$$

The derivative of $\operatorname{tr}(W\rho(s,t))$ at $s=0$ is then

$$-\mathrm i\sum_{q,p}(n_q-n_p)M_{qp}=-\mathrm i\sum_{i\ \mathrm{occ}}\ \sum_{a\ \mathrm{virt}}(M_{ia}-M_{ai}),$$

because $n_q-n_p$ vanishes when both orbitals are occupied or both are virtual. It equals $1$ for $(q,p)=(i,a)$ and $-1$ for $(q,p)=(a,i)$.

Hermiticity gives $W_{ai}=\overline{W_{ia}}$ and $V_{ia}=\overline{V_{ai}}$, and exchanging the orbitals also conjugates the phase. Hence $M_{ai}=\overline{M_{ia}}$ and $M_{ia}-M_{ai}=2\mathrm i\operatorname{Im}M_{ia}$. The response of $W$ is therefore

$$2\sum_{i\ \mathrm{occ}}\ \sum_{a\ \mathrm{virt}}\operatorname{Im}\Big[W_{ia}V_{ai}\,e^{-\mathrm i(e_a-e_i)t}\Big].$$

For $W=V$ the product $V_{ia}V_{ai}$ is $|V_{ai}|^2$, and the imaginary part of the phase is $-\sin((e_a-e_i)t)$. This is the formula stated at the start.

## A kick that is not Hermitian

The formula does not hold for every real matrix $V$: without symmetry it can fail. Take two orbitals with $e_1=0$ and $e_2=1$, the first one occupied, and let the only nonzero element of $V$ be $V_{21}=1$. Then $V^2=0$, so $e^{\mp\mathrm isV}=1\mp\mathrm isV$, and the kicked matrix is $P-\mathrm isV$. Its $(1,2)$ element is zero and stays zero under free evolution, so $\operatorname{tr}(V\rho(s,t))=V_{21}\rho_{12}=0$ for all $s$ and $t$. The right-hand side of the formula is $-2\sin t$, which equals $-2$ at $t=\pi/2$.

## The dipole signal in a real-time propagation

In a real-time calculation of an absorption spectrum, $V$ is often the position operator $x$ along the field. Each occupied orbital $\psi_i(\mathbf r)$ is multiplied by $e^{-\mathrm isx}$ with a small $s$ and then propagated. At every time step the program records $\sum_i\langle\psi_i|x|\psi_i\rangle$. Subtracting the value without the kick and dividing by $s$ gives an approximation to the derivative above. A damped sine transform in $t$ turns this signal into peaks at $e_a-e_i$ with weights proportional to $|x_{ai}|^2$.

For a single pair with $e_a-e_i=0.5$ and $x_{ai}=1$ in atomic units, a kick of $s=0.001$ changes $\langle x\rangle$ by about $-0.002\sin(0.5\,t)$. The electronic dipole moment is $-\langle x\rangle$, so its change has the opposite sign.

These peak positions and weights hold for a Hamiltonian that stays fixed after the kick. In time-dependent Hartree-Fock or density-functional theory, $H$ follows the density. The peaks then generally move away from the orbital energy differences, and their weights change as well.

## Propagators, levels and occupations in Lean

The orbitals are the elements of a finite type `n`, and operators are complex matrices indexed by it.

```lean
import Mathlib

open Matrix

namespace DeltaKickResponse

noncomputable section

variable {n : Type*} [Fintype n] [DecidableEq n]
```

The propagator is the full matrix exponential $e^{-\mathrm i\tau A}$, with no truncation in $\tau$.

```lean
/-- The propagator `exp(-iτA)` generated by the matrix `A`. -/
def propagator (A : Matrix n n ℂ) (τ : ℝ) : Matrix n n ℂ :=
  NormedSpace.exp ((-(Complex.I * (τ : ℂ))) • A)
```

One definition serves for both the kick and the free evolution. Its right-hand factor is $e^{\mathrm i\tau A}$, which is the adjoint of the left-hand one when $A$ is Hermitian.

```lean
/-- The matrix `exp(-iτA) ρ exp(iτA)`, for arbitrary matrices `A` and `ρ`. -/
def evolve (A : Matrix n n ℂ) (τ : ℝ) (ρ : Matrix n n ℂ) : Matrix n n ℂ :=
  propagator A τ * ρ * propagator A (-τ)
```

The Hamiltonian $H$ is called `levels e`. The type `n → ℝ` of `e` makes the energies real.

```lean
/-- The one-particle Hamiltonian with real orbital energies `e` on its diagonal. -/
def levels (e : n → ℝ) : Matrix n n ℂ := diagonal fun p => (e p : ℂ)
```

The occupied orbitals form an arbitrary finite set `occ`, and the virtual ones are its complement `occᶜ`. The set need not contain the lowest levels, no gap is assumed, and degeneracies are allowed. If `occ` is empty or contains every orbital, the response is zero. Each orbital holds at most one electron, so the indices stand for spin orbitals.

```lean
/-- The occupation number of orbital `p`: one if it is occupied, zero otherwise. -/
def occupation (occ : Finset n) (p : n) : ℂ := if p ∈ occ then 1 else 0

/-- The diagonal projector on the occupied orbitals. -/
def occProj (occ : Finset n) : Matrix n n ℂ := diagonal (occupation occ)
```

The quantity $M_{ia}$ of the derivation is `amplitude W V e t i a`. The real number $-(e_a-e_i)t$ is formed first and then converted to a complex one.

```lean
/-- The amplitude `W_ia V_ai exp(-i(e_a - e_i)t)` of the orbital pair `i`, `a`. -/
def amplitude (W V : Matrix n n ℂ) (e : n → ℝ) (t : ℝ) (i a : n) : ℂ :=
  W i a * V a i * Complex.exp (((-(e a - e i) * t : ℝ) : ℂ) * Complex.I)
```

## The first-order change and the free phases

The first theorem is the commutator step. It holds for any matrices `V` and `ρ`, Hermitian or not, and for any real-linear functional `L` of the density matrix. `HasDerivAt f d 0` says that `f` is differentiable at zero with derivative `d`.

The proof first chooses a norm on matrices, which the calculus of the exponential requires. The statement `key` gives the derivative $-\mathrm iA$ of the propagator at zero. The reversed propagator is rewritten as the propagator of `-V`, so `key` applies to it as well. Then `h3` is the product rule, and `h4` passes the derivative through `L`, which is continuous because the space is finite-dimensional. The last lines collect the two terms into $-\mathrm i[V,\rho]$.

```lean
/-- To first order in the kick strength, any real-linear functional `L` of the density matrix
changes at the rate `L(-i[V, ρ])`. -/
theorem hasDerivAt_kick (L : Matrix n n ℂ →ₗ[ℝ] ℂ) (V ρ : Matrix n n ℂ) :
    HasDerivAt (fun s : ℝ => L (evolve V s ρ))
      (L ((-Complex.I) • (V * ρ - ρ * V))) 0 := by
  let : NormedRing (Matrix n n ℂ) := Matrix.linftyOpNormedRing
  let : NormedAlgebra ℝ (Matrix n n ℂ) := Matrix.linftyOpNormedAlgebra
  have : CompleteSpace (Matrix n n ℂ) := FiniteDimensional.complete ℝ _
  have key : ∀ A : Matrix n n ℂ,
      HasDerivAt (fun s : ℝ => propagator A s) ((-Complex.I) • A) 0 := by
    intro A
    have h := hasDerivAt_exp_smul_const (𝕂 := ℝ) ((-Complex.I) • A) (0 : ℝ)
    rw [zero_smul, NormedSpace.exp_zero, one_mul] at h
    have hf : (fun s : ℝ => propagator A s)
        = fun s : ℝ => NormedSpace.exp (s • ((-Complex.I) • A)) := by
      funext s
      have hs : (-(Complex.I * (s : ℂ))) • A = s • ((-Complex.I) • A) := by
        ext i j
        simp only [Matrix.smul_apply, smul_eq_mul, Complex.real_smul]
        ring
      rw [propagator, hs]
    rw [hf]
    exact h
  have hneg : (fun s : ℝ => propagator V (-s)) = fun s : ℝ => propagator (-V) s := by
    funext s
    have hs : (-(Complex.I * ((-s : ℝ) : ℂ))) • V = (-(Complex.I * (s : ℂ))) • (-V) := by
      rw [smul_neg, ← neg_smul]
      congr 1
      push_cast
      ring
    rw [propagator, propagator, hs]
  have h2 : HasDerivAt (fun s : ℝ => propagator V (-s)) ((-Complex.I) • (-V)) 0 := by
    rw [hneg]
    exact key (-V)
  have hz : propagator V 0 = 1 := by
    simp [propagator, NormedSpace.exp_zero]
  -- product rule, then the linear functional
  have h3 := ((key V).mul_const ρ).mul h2
  have h4 := (LinearMap.toContinuousLinearMap L).hasFDerivAt.comp_hasDerivAt (0 : ℝ) h3
  refine HasDerivAt.congr_deriv (f := fun s : ℝ => L (evolve V s ρ)) h4 ?_
  change L _ = L _
  apply congrArg L
  simp only [neg_zero, hz, mul_one, one_mul, Matrix.smul_mul, Matrix.mul_smul,
    Matrix.neg_mul, Matrix.mul_neg, smul_neg, smul_sub, neg_smul]
  abel
```

The next theorem gives the phase of each matrix element. The exponential of a diagonal matrix is taken entry by entry (`hU`), and `hphase` combines the exponents from the left and right propagators.

```lean
/-- Under free evolution the element `(p, q)` of a density matrix acquires the phase
`exp(-i(e_p - e_q)t)`. -/
theorem evolve_levels_apply (e : n → ℝ) (t : ℝ) (X : Matrix n n ℂ) (p q : n) :
    evolve (levels e) t X p q
      = Complex.exp (((-(e p - e q) * t : ℝ) : ℂ) * Complex.I) * X p q := by
  have hU : ∀ τ : ℝ, propagator (levels e) τ
      = diagonal fun r => Complex.exp (-(Complex.I * (τ : ℂ)) * (e r : ℂ)) := by
    intro τ
    rw [propagator, levels, ← Matrix.diagonal_smul, Matrix.exp_diagonal]
    congr 1
    funext r
    rw [Complex.exp_eq_exp_ℂ]
    exact NormedSpace.map_exp (Pi.evalRingHom (fun _ : n => ℂ) r) (continuous_apply r) _
  have hphase : ((-(e p - e q) * t : ℝ) : ℂ) * Complex.I
      = -(Complex.I * (t : ℂ)) * (e p : ℂ) + -(Complex.I * ((-t : ℝ) : ℂ)) * (e q : ℂ) := by
    push_cast; ring
  rw [evolve, hU, hU, Matrix.mul_diagonal, Matrix.diagonal_mul, hphase, Complex.exp_add]
  ring
```

The reduction to occupied-virtual pairs is a statement about finite sums, for an arbitrary function `G` of two orbitals. It rests on the identity

$$n_q-n_p=n_q(1-n_p)-n_p(1-n_q).$$

The steps `h1` to `h3` write sums over `occ` and `occᶜ` as weighted sums over all orbitals, and `h4` exchanges the order of summation.

```lean
/-- A sum over all orbital pairs weighted by the difference of occupations reduces to
occupied-virtual pairs. -/
theorem sum_occupation_sub (occ : Finset n) (G : n → n → ℂ) :
    ∑ q, ∑ p, (occupation occ q - occupation occ p) * G q p
      = ∑ i ∈ occ, ∑ a ∈ occᶜ, (G i a - G a i) := by
  have h1 : ∀ f : n → ℂ, ∑ i ∈ occ, f i = ∑ i, occupation occ i * f i := by
    intro f
    simp [occupation, ite_mul, Finset.sum_ite_mem]
  have h2 : ∀ f : n → ℂ, ∑ a ∈ occᶜ, f a = ∑ a, (1 - occupation occ a) * f a := by
    intro f
    simp only [sub_mul, one_mul, Finset.sum_sub_distrib]
    rw [← h1 f]
    linear_combination Finset.sum_add_sum_compl occ f
  have h3 : ∀ F : n → n → ℂ, ∑ i ∈ occ, ∑ a ∈ occᶜ, F i a
      = ∑ q, ∑ p, occupation occ q * (1 - occupation occ p) * F q p := by
    intro F
    rw [h1]
    refine Finset.sum_congr rfl fun q _ => ?_
    rw [h2, Finset.mul_sum]
    exact Finset.sum_congr rfl fun p _ => by ring
  have h4 : ∑ q, ∑ p, occupation occ q * (1 - occupation occ p) * G p q
      = ∑ q, ∑ p, occupation occ p * (1 - occupation occ q) * G q p := Finset.sum_comm
  simp only [Finset.sum_sub_distrib]
  rw [h3 G, h3 (fun q p => G p q), h4]
  simp only [← Finset.sum_sub_distrib]
  exact Finset.sum_congr rfl fun q _ => Finset.sum_congr rfl fun p _ => by ring
```

## The response of any observable and of the kicked one

For Hermitian `W` and `V`, `kick_response` gives the derivative of $\operatorname{tr}(W\rho(s,t))$. The trace is a complex number in Lean. The derivative is written as a real number converted to a complex one, so the statement includes that the response is real.

The functional `L` in the proof is "evolve freely for time `t`, multiply by `W`, take the trace". With it, `hasDerivAt_kick` reduces the problem to the trace with the commutator. The step `hG` expands that trace into the double sum over `q` and `p`, and `hconj` is the relation $M_{ai}=\overline{M_{ia}}$. After the reduction to pairs, the final line uses $\mathrm i^2=-1$ to turn $-\mathrm i\cdot2\mathrm i\operatorname{Im}M_{ia}$ into $2\operatorname{Im}M_{ia}$.

```lean
/-- Linear response of a Hermitian observable `W` at time `t` after a kick by a Hermitian `V`:
twice the imaginary part of the amplitudes, summed over occupied `i` and virtual `a`. -/
theorem kick_response (e : n → ℝ) (occ : Finset n) {W V : Matrix n n ℂ}
    (hW : W.IsHermitian) (hV : V.IsHermitian) (t : ℝ) :
    HasDerivAt (fun s : ℝ => trace (W * evolve (levels e) t (evolve V s (occProj occ))))
      ((2 * ∑ i ∈ occ, ∑ a ∈ occᶜ, (amplitude W V e t i a).im : ℝ) : ℂ) 0 := by
  let L : Matrix n n ℂ →ₗ[ℝ] ℂ :=
    { toFun := fun X => trace (W * evolve (levels e) t X)
      map_add' := fun X Y => by simp [evolve, mul_add, add_mul]
      map_smul' := fun c X => by simp [evolve] }
  refine HasDerivAt.congr_deriv (hasDerivAt_kick L V (occProj occ)) ?_
  change trace (W * evolve (levels e) t
    ((-Complex.I) • (V * occProj occ - occProj occ * V))) = _
  have hG : trace (W * evolve (levels e) t
      ((-Complex.I) • (V * occProj occ - occProj occ * V)))
      = -Complex.I * ∑ q, ∑ p, (occupation occ q - occupation occ p)
          * amplitude W V e t q p := by
    rw [Matrix.trace, Finset.mul_sum]
    refine Finset.sum_congr rfl fun q _ => ?_
    rw [Matrix.diag_apply, Matrix.mul_apply, Finset.mul_sum]
    refine Finset.sum_congr rfl fun p _ => ?_
    rw [evolve_levels_apply, Matrix.smul_apply, Matrix.sub_apply, occProj,
      Matrix.mul_diagonal, Matrix.diagonal_mul, smul_eq_mul, amplitude]
    ring
  -- exchanging the two orbitals conjugates the amplitude
  have hconj : ∀ i a, amplitude W V e t a i = starRingEnd ℂ (amplitude W V e t i a) := by
    intro i a
    have hw : starRingEnd ℂ (W i a) = W a i := hW.apply a i
    have hv : starRingEnd ℂ (V a i) = V i a := hV.apply i a
    rw [amplitude, amplitude, map_mul, map_mul, hw, hv, ← Complex.exp_conj, map_mul,
      Complex.conj_ofReal, Complex.conj_I]
    congr 2
    push_cast
    ring
  rw [hG, sum_occupation_sub, Complex.ofReal_mul, Complex.ofReal_sum, Finset.mul_sum,
    Finset.mul_sum]
  refine Finset.sum_congr rfl fun i _ => ?_
  rw [Complex.ofReal_sum, Finset.mul_sum, Finset.mul_sum]
  refine Finset.sum_congr rfl fun a _ => ?_
  rw [hconj i a, Complex.sub_conj]
  push_cast
  linear_combination (-2 * ((amplitude W V e t i a).im : ℂ)) * Complex.I_sq
```

A small lemma extracts the imaginary part of a real weight times a phase.

```lean
/-- A real weight `r` times the phase `exp(-iωt)` has imaginary part `-r sin(ωt)`. -/
theorem im_weight_phase (r ω t : ℝ) :
    ((r : ℂ) * Complex.exp (((-ω * t : ℝ) : ℂ) * Complex.I)).im
      = -(r * Real.sin (ω * t)) := by
  rw [Complex.im_ofReal_mul, Complex.exp_ofReal_mul_I_im, neg_mul, Real.sin_neg]
  ring
```

The last theorem is the formula of the opening, with `‖V a i‖` for $|V_{ai}|$. It sets `W` equal to `V` in `kick_response`. The step `hv` identifies $V_{ia}V_{ai}$ with $|V_{ai}|^2$, and the preceding lemma supplies the sine.

The kick enters the theorem as the exponential $e^{-\mathrm isV}$ from the outset. That a real field pulse of finite duration acts in this way is a physical approximation, good when the pulse is short compared with the periods of the motion it excites.

```lean
/-- Delta-kick response: after a kick `exp(-isV)` of the occupied orbitals by a Hermitian `V`, the
expectation value of `V` at time `t` has the derivative `-2 ∑ |V_ai|² sin((e_a - e_i)t)` with
respect to `s` at `s = 0`, summed over occupied `i` and virtual `a`. -/
theorem delta_kick_response (e : n → ℝ) (occ : Finset n) {V : Matrix n n ℂ}
    (hV : V.IsHermitian) (t : ℝ) :
    HasDerivAt (fun s : ℝ => trace (V * evolve (levels e) t (evolve V s (occProj occ))))
      ((-2 * ∑ i ∈ occ, ∑ a ∈ occᶜ, ‖V a i‖ ^ 2 * Real.sin ((e a - e i) * t) : ℝ) : ℂ)
      0 := by
  refine (kick_response e occ hV hV t).congr_deriv (congrArg Complex.ofReal ?_)
  simp only [Finset.mul_sum]
  refine Finset.sum_congr rfl fun i _ => Finset.sum_congr rfl fun a _ => ?_
  have hv : V i a * V a i = ((‖V a i‖ ^ 2 : ℝ) : ℂ) := by
    have h : starRingEnd ℂ (V a i) = V i a := hV.apply i a
    rw [← h, Complex.sq_norm, Complex.normSq_eq_conj_mul_self]
  rw [amplitude, hv, im_weight_phase]
  ring


end

end DeltaKickResponse
```

```lean
#print axioms DeltaKickResponse.delta_kick_response
```

```
'DeltaKickResponse.delta_kick_response' depends on axioms: [propext, Classical.choice, Quot.sound]
```
